# The m lowest levels of an open 2m-site chain with zero site energies and hopping −1 sum to 1 − 1/sin(π/(4m+2))

A linear polyene with $2m$ carbon atoms, treated in Hückel theory with equal bonds, fills its $m$ lowest π orbitals. With site energy $\alpha=0$ and nearest-neighbour hopping $\beta=-1$, butadiene ($m=2$) has $-1.618$ and $-0.618$ as its occupied levels, which sum to $-\sqrt5\approx-2.236$. Replacing the sum by the integral over the filled lower half of an infinite chain's band, scaled to $2m$ sites, gives $-4m/\pi\approx-2.546$, which is clearly off. Is there an exact value for every $m$? And if I get the levels by guessing standing waves, how do I know that I haven't missed one among the lowest $m$?

## Standing waves give every level, and their energies telescope

There is an exact value, $1-1/\sin(\pi/(4m+2))$, and counting the standing waves shows that none is missing.

Take $n$ sites $i=0,\dots,n-1$ and write the amplitude at site $i$ as $g(i+1)$, with $g(0)=g(n+1)=0$ just beyond the ends. The Hamiltonian $H$ has entries $-1$ between neighbouring sites and zeros elsewhere, so
$$(Hg)_i=-\big(g(i)+g(i+2)\big).$$
For $g(r)=\sin r\theta$ the right side is $-2\cos\theta\,g(i+1)$. The condition at $r=0$ holds automatically; the one at $r=n+1$ is met by
$$\theta_k=\frac{(k+1)\pi}{n+1},\qquad k=0,\dots,n-1.$$
Since $0<\theta_k<\pi$, the amplitude $g(1)=\sin\theta_k$ is nonzero, so each wave is a genuine eigenvector. The cosine decreases strictly on $[0,\pi]$, so the energies $-2\cos\theta_k$ increase strictly with $k$. These are $n$ distinct eigenvalues of an $n\times n$ matrix, hence all of them.

Now set $x=\pi/(2(n+1))$, so that $\theta_k=(2k+2)x$. The addition formulas give
$$-2\cos\big((2k+2)x\big)\sin x=\sin\big((2k+1)x\big)-\sin\big((2k+3)x\big).$$
Summing over $k=0,\dots,N-1$ leaves only the end terms. As $\sin x>0$, we may divide:
$$\sum_{k=0}^{N-1}(-2\cos\theta_k)=1-\frac{\sin((2N+1)x)}{\sin x}.$$
For $n=2m$ and $N=m$, $(2m+1)x=\pi/2$, and the numerator is 1.

For $n=2m+1$ and $N=m$, $(2m+1)x=\pi/2-x$, which gives $1-\cot(\pi/(4m+4))$. For the even chain, $\sin x<x$ puts the sum strictly below $1-(4m+2)/\pi$. The sum minus your integral $-4m/\pi$ is therefore less than $1-2/\pi\approx0.363$.

In the Lean file, `chain n` is the Hamiltonian. Its entries $-1$ stand for equal hopping on every bond, which sets the energy unit; the common site energy is the zero of energy. `IsOrderedSpectrum H E` says that the list `E` is nondecreasing and that its linear factors multiply to the characteristic polynomial, so multiplicities count. `Fin.castLE` selects the first entries of `E`, the lowest eigenvalues. `level n k` counts from $k=0$, where textbooks usually start at 1.

`half_filled_energy` holds for any such list `E`, and `chain_spectrum` shows that one exists. Each level is counted once, so double occupation doubles the result. Reading the sum as an electronic ground-state energy takes one further physical step: non-interacting electrons fill the lowest levels under the Pauli principle. Within that equal-bond, non-interacting model, the formula provides a reference value for a tight-binding or Hückel program.

```lean
import Mathlib

open Real Matrix

namespace OpenChainBandEnergy

noncomputable section

/-- The Hamiltonian of the open chain with `n` sites: zero site energies and matrix element
`-1` between nearest neighbours. -/
def chain (n : ℕ) : Matrix (Fin n) (Fin n) ℝ :=
  Matrix.of fun i j => if (i : ℕ) + 1 = j ∨ (j : ℕ) + 1 = i then -1 else 0

/-- The list `E` is the ordered spectrum of `H`: it is nondecreasing and contains the roots of
the characteristic polynomial, each as often as its multiplicity. -/
def IsOrderedSpectrum {n : ℕ} (H : Matrix (Fin n) (Fin n) ℝ) (E : Fin n → ℝ) : Prop :=
  Monotone E ∧ H.charpoly = ∏ i, (Polynomial.X - Polynomial.C (E i))

/-- The energy `-2 cos((k+1)π/(n+1))`, with `k` counted from zero. -/
def level (n k : ℕ) : ℝ := -2 * cos (((k : ℝ) + 1) * π / ((n : ℝ) + 1))

/-- On a wave `g` that vanishes at the fictitious sites `0` and `n+1` beyond the two ends, the
chain Hamiltonian gives minus the sum of the two neighbouring amplitudes at every site. -/
theorem chain_mulVec {n : ℕ} (g : ℕ → ℝ) (h0 : g 0 = 0) (hn : g (n + 1) = 0) (i : Fin n) :
    (chain n *ᵥ fun j : Fin n => g ((j : ℕ) + 1)) i = -(g i + g ((i : ℕ) + 2)) := by
  have hs : ∀ a : ℕ, ∑ j : Fin n, (if a = (j : ℕ) then g ((j : ℕ) + 1) else 0)
      = if a < n then g (a + 1) else 0 := by
    intro a
    rw [Fin.sum_univ_eq_sum_range (fun j => if a = j then g (j + 1) else 0) n]
    simp [Finset.sum_ite_eq]
  -- the right neighbour
  have hr : ∑ j : Fin n, (if (i : ℕ) + 1 = (j : ℕ) then g ((j : ℕ) + 1) else 0)
      = g ((i : ℕ) + 2) := by
    rw [hs]
    split_ifs with h
    · rfl
    · have e : (i : ℕ) + 2 = n + 1 := by
        have := i.isLt
        omega
      rw [e, hn]
  -- the left neighbour
  have hl : ∑ j : Fin n, (if (j : ℕ) + 1 = (i : ℕ) then g ((j : ℕ) + 1) else 0) = g i := by
    rcases Nat.eq_zero_or_pos (i : ℕ) with h | h
    · simp [h, h0]
    · have e : ∀ j : Fin n, (if (j : ℕ) + 1 = (i : ℕ) then g ((j : ℕ) + 1) else 0)
          = if (i : ℕ) - 1 = (j : ℕ) then g ((j : ℕ) + 1) else 0 :=
        fun j => if_congr (by omega) rfl rfl
      rw [Finset.sum_congr rfl (fun j _ => e j), hs,
        if_pos (by have := i.isLt; omega), Nat.sub_add_cancel h]
  have split : (chain n *ᵥ fun j : Fin n => g ((j : ℕ) + 1)) i
      = ∑ j : Fin n, (-(if (j : ℕ) + 1 = (i : ℕ) then g ((j : ℕ) + 1) else 0)
        - (if (i : ℕ) + 1 = (j : ℕ) then g ((j : ℕ) + 1) else 0)) := by
    simp only [Matrix.mulVec, dotProduct, chain, Matrix.of_apply]
    refine Finset.sum_congr rfl fun j _ => ?_
    by_cases a : (i : ℕ) + 1 = (j : ℕ)
    · have b : ¬ (j : ℕ) + 1 = (i : ℕ) := by omega
      rw [if_pos (Or.inl a), if_neg b, if_pos a]
      ring
    · by_cases b : (j : ℕ) + 1 = (i : ℕ)
      · rw [if_pos (Or.inr b), if_pos b, if_neg a]
        ring
      · rw [if_neg (not_or.mpr ⟨a, b⟩), if_neg b, if_neg a]
        ring
  rw [split, Finset.sum_sub_distrib, Finset.sum_neg_distrib, hl, hr]
  ring

/-- The energies `level n k` with `k = 0, ..., n-1` increase strictly with `k`. -/
theorem level_strictMono (n : ℕ) : StrictMono fun k : Fin n => level n k := by
  intro a b hab
  have hn : (0 : ℝ) < (n : ℝ) + 1 := by positivity
  have h1 : ((a : ℕ) : ℝ) < ((b : ℕ) : ℝ) := by exact_mod_cast hab
  have h2 : ((b : ℕ) : ℝ) < (n : ℝ) := by exact_mod_cast b.isLt
  have h := Real.cos_lt_cos_of_nonneg_of_le_pi
    (x := (((a : ℕ) : ℝ) + 1) * π / ((n : ℝ) + 1))
    (y := (((b : ℕ) : ℝ) + 1) * π / ((n : ℝ) + 1)) (by positivity)
    (by rw [div_le_iff₀ hn]; nlinarith [pi_pos])
    (div_lt_div_of_pos_right (by nlinarith [pi_pos]) hn)
  change level n a < level n b
  unfold level
  linarith

/-- The energies `-2 cos((k+1)π/(n+1))` with `k = 0, ..., n-1` are the complete ordered
spectrum of the open chain with `n` sites. -/
theorem chain_spectrum (n : ℕ) : IsOrderedSpectrum (chain n) fun k => level n k := by
  refine ⟨(level_strictMono n).monotone, ?_⟩
  -- each level is a root, because a standing wave belongs to it
  have root : ∀ k : Fin n, (chain n).charpoly.eval (level n k) = 0 := by
    intro k
    rw [Matrix.eval_charpoly, ← Matrix.exists_mulVec_eq_zero_iff]
    have hn : (0 : ℝ) < (n : ℝ) + 1 := by positivity
    have hk : ((k : ℕ) : ℝ) < (n : ℝ) := by exact_mod_cast k.isLt
    obtain ⟨θ, hθ⟩ : ∃ θ : ℝ, θ = (((k : ℕ) : ℝ) + 1) * π / ((n : ℝ) + 1) := ⟨_, rfl⟩
    have hpos : 0 < θ := by rw [hθ]; positivity
    have hlt : θ < π := by
      rw [hθ, div_lt_iff₀ hn]
      nlinarith [pi_pos]
    have hend : sin (((n + 1 : ℕ) : ℝ) * θ) = 0 := by
      have e : ((n + 1 : ℕ) : ℝ) * θ = (((k : ℕ) + 1 : ℕ) : ℝ) * π := by
        rw [hθ]
        push_cast
        field_simp
      rw [e]
      exact Real.sin_nat_mul_pi _
    refine ⟨fun j : Fin n => sin ((((j : ℕ) + 1 : ℕ) : ℝ) * θ), ?_, ?_⟩
    · intro h
      have h1 : sin (((0 + 1 : ℕ) : ℝ) * θ) = 0 :=
        congrFun h ⟨0, (Nat.zero_le _).trans_lt k.isLt⟩
      rw [show ((0 + 1 : ℕ) : ℝ) * θ = θ by norm_num] at h1
      exact (Real.sin_pos_of_pos_of_lt_pi hpos hlt).ne' h1
    · ext i
      have h2 : (chain n *ᵥ fun j : Fin n => sin ((((j : ℕ) + 1 : ℕ) : ℝ) * θ)) i
          = -(sin (((i : ℕ) : ℝ) * θ) + sin ((((i : ℕ) + 2 : ℕ) : ℝ) * θ)) :=
        chain_mulVec (fun j : ℕ => sin ((j : ℝ) * θ)) (by simp) hend i
      have a : ((i : ℕ) : ℝ) * θ = (((i : ℕ) + 1 : ℕ) : ℝ) * θ - θ := by push_cast; ring
      have b : (((i : ℕ) + 2 : ℕ) : ℝ) * θ = (((i : ℕ) + 1 : ℕ) : ℝ) * θ + θ := by
        push_cast; ring
      rw [Matrix.sub_mulVec, Pi.sub_apply, h2, Matrix.scalar_apply, Matrix.mulVec_diagonal,
        level, ← hθ, a, b, Real.sin_sub, Real.sin_add, Pi.zero_apply]
      ring
  -- n distinct roots exhaust a monic polynomial of degree n
  have hm : ∀ k ∈ (Finset.univ : Finset (Fin n)),
      (Polynomial.X - Polynomial.C (level n k)).Monic := fun k _ => Polynomial.monic_X_sub_C _
  refine Polynomial.eq_of_monic_of_dvd_of_natDegree_le
    (Polynomial.monic_prod_of_monic _ _ hm) (Matrix.charpoly_monic _) ?_ ?_
  · exact Finset.prod_dvd_of_coprime
      (fun a _ b _ hab => Polynomial.pairwise_coprime_X_sub_C (level_strictMono n).injective hab)
      (fun k _ => Polynomial.dvd_iff_isRoot.mpr (root k))
  · rw [Matrix.charpoly_natDegree_eq_dim, Polynomial.natDegree_prod_of_monic _ _ hm]
    simp

/-- Every ordered spectrum of the open chain is the list of energies `level n k`. -/
theorem spectrum_unique {n : ℕ} {E : Fin n → ℝ} (hE : IsOrderedSpectrum (chain n) E) :
    E = fun k : Fin n => level n k := by
  have hmem : ∀ k : Fin n, ∃ i, E i = level n k := by
    intro k
    have h := congrArg (Polynomial.eval (level n k)) (hE.2.symm.trans (chain_spectrum n).2)
    simp only [Polynomial.eval_prod, Polynomial.eval_sub, Polynomial.eval_X,
      Polynomial.eval_C] at h
    have hz : ∏ i : Fin n, (level n k - level n i) = 0 :=
      Finset.prod_eq_zero (Finset.mem_univ k) (sub_self (level n k))
    obtain ⟨i, _, hi⟩ := Finset.prod_eq_zero_iff.mp (h.trans hz)
    exact ⟨i, by linarith⟩
  choose f hf using hmem
  have finj : Function.Injective f := fun a b hab =>
    (level_strictMono n).injective (by rw [← hf, ← hf, hab])
  have fsurj : Function.Surjective f := Finite.injective_iff_surjective.mp finj
  have Einj : Function.Injective E := by
    intro a b hab
    obtain ⟨k, rfl⟩ := fsurj a
    obtain ⟨l, rfl⟩ := fsurj b
    rw [hf, hf] at hab
    rw [(level_strictMono n).injective hab]
  -- two strictly increasing lists with the same entries agree
  refine (StrictMono.range_inj (hE.1.strictMono_of_injective Einj) (level_strictMono n)).mp ?_
  ext x
  constructor
  · rintro ⟨i, rfl⟩
    obtain ⟨k, rfl⟩ := fsurj i
    exact ⟨k, (hf k).symm⟩
  · rintro ⟨k, rfl⟩
    exact ⟨f k, hf k⟩

/-- For the open chain with `n` sites, the sum of the `N ≤ n` lowest eigenvalues is
`1 - sin((2N+1)π/(2(n+1))) / sin(π/(2(n+1)))`. -/
theorem band_energy {n N : ℕ} (hN : N ≤ n) {E : Fin n → ℝ}
    (hE : IsOrderedSpectrum (chain n) E) :
    ∑ k : Fin N, E (Fin.castLE hN k)
      = 1 - sin ((2 * N + 1) * (π / (2 * (n + 1)))) / sin (π / (2 * (n + 1))) := by
  rw [spectrum_unique hE]
  change ∑ k : Fin N, level n (k : ℕ) = _
  rw [Fin.sum_univ_eq_sum_range (fun k => level n k) N]
  obtain ⟨x, hx⟩ : ∃ x : ℝ, x = π / (2 * ((n : ℝ) + 1)) := ⟨_, rfl⟩
  rw [← hx]
  have hn : (0 : ℝ) < (n : ℝ) + 1 := by positivity
  have hs : 0 < sin x := by
    apply Real.sin_pos_of_pos_of_lt_pi
    · rw [hx]; positivity
    · rw [hx, div_lt_iff₀ (by positivity)]
      nlinarith [pi_pos, mul_nonneg pi_pos.le (Nat.cast_nonneg (α := ℝ) n)]
  -- multiplied by sin x, the sum telescopes
  have key : ∀ M : ℕ, (∑ k ∈ Finset.range M, level n k) * sin x
      = sin x - sin ((2 * (M : ℝ) + 1) * x) := by
    intro M
    induction M with
    | zero => simp
    | succ M ih =>
      have e : ((M : ℝ) + 1) * π / ((n : ℝ) + 1) = (2 * (M : ℝ) + 2) * x := by
        rw [hx]
        field_simp
      have a : (2 * (M : ℝ) + 1) * x = (2 * (M : ℝ) + 2) * x - x := by ring
      have b : (2 * ((M + 1 : ℕ) : ℝ) + 1) * x = (2 * (M : ℝ) + 2) * x + x := by
        push_cast; ring
      rw [Finset.sum_range_succ, add_mul, ih, level, e, a, b, Real.sin_sub, Real.sin_add]
      ring
  rw [eq_sub_iff_add_eq, ← mul_left_inj' hs.ne', add_mul, key, div_mul_cancel₀ _ hs.ne']
  ring

/-- For the open chain with `2m` sites, the sum of the `m` lowest eigenvalues is
`1 - 1/sin(π/(4m+2))`. -/
theorem half_filled_energy (m : ℕ) {E : Fin (2 * m) → ℝ}
    (hE : IsOrderedSpectrum (chain (2 * m)) E) :
    ∑ k : Fin m, E (Fin.castLE (by omega) k) = 1 - 1 / sin (π / (4 * m + 2)) := by
  rw [band_energy (by omega) hE]
  have a : π / (2 * (((2 * m : ℕ) : ℝ) + 1)) = π / (4 * m + 2) := by
    congr 1
    push_cast
    ring
  have b : (2 * (m : ℝ) + 1) * (π / (4 * m + 2)) = π / 2 := by
    have h : (4 * (m : ℝ) + 2) ≠ 0 := by positivity
    rw [← mul_div_assoc, div_eq_div_iff h two_ne_zero]
    ring
  rw [a, b, Real.sin_pi_div_two]

/-- For the open chain with `2m+1` sites, the sum of the `m` lowest eigenvalues is
`1 - cot(π/(4m+4))`, with the cotangent written as cosine over sine. -/
theorem odd_chain_energy (m : ℕ) {E : Fin (2 * m + 1) → ℝ}
    (hE : IsOrderedSpectrum (chain (2 * m + 1)) E) :
    ∑ k : Fin m, E (Fin.castLE (by omega) k)
      = 1 - cos (π / (4 * m + 4)) / sin (π / (4 * m + 4)) := by
  rw [band_energy (by omega) hE]
  have a : π / (2 * (((2 * m + 1 : ℕ) : ℝ) + 1)) = π / (4 * m + 4) := by
    congr 1
    push_cast
    ring
  have b : (2 * (m : ℝ) + 1) * (π / (4 * m + 4)) = π / 2 - π / (4 * m + 4) := by
    have h : (4 * (m : ℝ) + 4) ≠ 0 := by positivity
    have c : (4 * (m : ℝ) + 4) * (π / (4 * m + 4)) = π := mul_div_cancel₀ _ h
    linear_combination c / 2
  rw [a, b, Real.sin_pi_div_two_sub]

/-- For the open chain with `2m` sites, the sum of the `m` lowest eigenvalues lies strictly
below `1 - (4m+2)/π`. -/
theorem half_filled_energy_lt (m : ℕ) {E : Fin (2 * m) → ℝ}
    (hE : IsOrderedSpectrum (chain (2 * m)) E) :
    ∑ k : Fin m, E (Fin.castLE (by omega) k) < 1 - (4 * m + 2) / π := by
  rw [half_filled_energy m hE]
  have hx : 0 < π / (4 * (m : ℝ) + 2) := by positivity
  have hlt : π / (4 * (m : ℝ) + 2) < π := by
    rw [div_lt_iff₀ (by positivity)]
    nlinarith [pi_pos, mul_nonneg pi_pos.le (Nat.cast_nonneg (α := ℝ) m)]
  -- sin x < x for positive x
  have h := one_div_lt_one_div_of_lt (Real.sin_pos_of_pos_of_lt_pi hx hlt) (Real.sin_lt hx)
  rw [one_div_div] at h
  linarith

end

end OpenChainBandEnergy
```

```lean
#print axioms OpenChainBandEnergy.odd_chain_energy
#print axioms OpenChainBandEnergy.half_filled_energy_lt
```

```
'OpenChainBandEnergy.odd_chain_energy' depends on axioms: [propext, Classical.choice, Quot.sound]
'OpenChainBandEnergy.half_filled_energy_lt' depends on axioms: [propext, Classical.choice, Quot.sound]
```

`chain_mulVec` splits each matrix row into its left and right neighbours; the two vanishing amplitudes take care of the end sites. `level_strictMono` is the monotonicity of the cosine.

In `chain_spectrum`, the sine wave is a nonzero vector annihilated by $\varepsilon_k-H$, where $\varepsilon_k$ is `level n k`, so each level is a root of the characteristic polynomial. Distinct linear factors are coprime, so their product divides that polynomial. Both are monic of degree $n$, and therefore equal.

`spectrum_unique` carries this over to an arbitrary ordered spectrum. Evaluating the two factorisations at a level shows that it occurs in `E`. With $n$ distinct levels and $n$ places, `E` contains nothing else, and two strictly increasing lists with the same entries coincide.

`band_energy` proves the telescoped identity `key` by induction on the number of levels, then divides by $\sin x$. `half_filled_energy` and `odd_chain_energy` evaluate the remaining angle, and `half_filled_energy_lt` takes reciprocals in $\sin x<x$.
